# In a triplet Sigma state, the antisymmetric combination of Σ = 1 and Σ = −1 has N = J and is an energy eigenstate

For a triplet Sigma state with J ≥ 1, take the Hamiltonian B N² + g N·S + (2L/3)(3S_z² − S²), with angular momenta in units of ℏ. Here B is the rotational constant, g the spin-rotation constant and L the spin-spin constant, and S_z is the spin projection on the molecular axis. The operators are 3 × 3 matrices in the case (a) basis Σ = 1, 0, −1, with phases chosen so that J·S has the matrix element +√(J(J+1)/2) between Σ = 0 and each of Σ = ±1. The theorem `component_N_eq_J` says that the vector (1, 0, −1) is an eigenvector of N² with eigenvalue J(J+1), and of the Hamiltonian with eigenvalue B J(J+1) − g + 2L/3. The vector is unnormalised; dividing it by √2 gives the normalised state, with the same eigenvalues. The attempt treats both equations component by component, expanding each matrix-vector product into a sum, and for the energy it first puts in the explicit matrix from `hamiltonian_eq`.

Lean 4 with Mathlib refuses this proof:

```lean
import Mathlib

open Matrix

namespace TripletSigmaFineStructure

noncomputable section

/-- The squared total angular momentum `J(J+1)`, in units of `ℏ²`. -/
def jj (J : ℕ) : ℝ := (J : ℝ) * (J + 1)

/-- The matrix element `√(J(J+1)/2)` of `J·S` between `Σ = 0` and `Σ = ±1`. -/
def coupling (J : ℕ) : ℝ := √(jj J / 2)

/-- The operator `J·S` in the case (a) basis `Σ = 1, 0, -1` of a triplet Sigma state,
for `J ≥ 1`, where all three basis states exist. -/
def jDotS (J : ℕ) : Matrix (Fin 3) (Fin 3) ℝ :=
  !![1, coupling J, 0; coupling J, 0, coupling J; 0, coupling J, 1]

/-- The spin projection on the molecular axis, in the basis `Σ = 1, 0, -1`. -/
def spinZ : Matrix (Fin 3) (Fin 3) ℝ := !![1, 0, 0; 0, 0, 0; 0, 0, -1]

/-- The squared rotational angular momentum `N² = J² + S² - 2 J·S` for `S = 1`. -/
def nSq (J : ℕ) : Matrix (Fin 3) (Fin 3) ℝ :=
  (jj J + 2) • (1 : Matrix (Fin 3) (Fin 3) ℝ) - (2 : ℝ) • jDotS J

/-- The Hamiltonian `B N² + g N·S + (2L/3)(3 S_z² - S²)`: rotation, spin-rotation
and spin-spin coupling, with `N·S = J·S - S²`. -/
def hamiltonian (B g L : ℝ) (J : ℕ) : Matrix (Fin 3) (Fin 3) ℝ :=
  B • nSq J + g • (jDotS J - (2 : ℝ) • (1 : Matrix (Fin 3) (Fin 3) ℝ))
    + (2 * L / 3) • ((3 : ℝ) • (spinZ * spinZ) - (2 : ℝ) • (1 : Matrix (Fin 3) (Fin 3) ℝ))

/-- The energy `B J(J+1) - g + 2L/3`. -/
def midLevel (B g L : ℝ) (J : ℕ) : ℝ := B * jj J - g + 2 * L / 3

/-- The Hamiltonian written out in the case (a) basis. -/
theorem hamiltonian_eq (B g L : ℝ) (J : ℕ) :
    hamiltonian B g L J =
      !![midLevel B g L J, -((2 * B - g) * coupling J), 0;
         -((2 * B - g) * coupling J), midLevel B g L J + (2 * B - g - 2 * L),
           -((2 * B - g) * coupling J);
         0, -((2 * B - g) * coupling J), midLevel B g L J] := by
  ext i j
  fin_cases i <;> fin_cases j <;>
    simp [hamiltonian, nSq, jDotS, spinZ, midLevel] <;>
    ring

/-- The antisymmetric combination of `Σ = 1` and `Σ = -1` has `N² = J(J+1)`, that is
`N = J`, and its energy is `midLevel`. -/
theorem component_N_eq_J (B g L : ℝ) (J : ℕ) :
    nSq J *ᵥ ![1, 0, -1] = jj J • ![1, 0, -1] ∧
      hamiltonian B g L J *ᵥ ![1, 0, -1] = midLevel B g L J • ![1, 0, -1] := by
  constructor
  · ext i
    fin_cases i <;> simp [nSq, jDotS, Matrix.mulVec, dotProduct, Fin.sum_univ_succ] <;> ring
  · rw [hamiltonian_eq]
    ext i
    fin_cases i <;> simp [Matrix.mulVec, dotProduct, Fin.sum_univ_succ]

end

end TripletSigmaFineStructure
```

Compiling this gives:

```
Try this:
  [apply] ring_nf
  
  The `ring` tactic failed to close the goal. Use `ring_nf` to obtain a normal form.
    
  Note that `ring` works primarily in *commutative* rings. If you have a noncommutative ring, abelian group or module, consider using `noncomm_ring`, `abel` or `module` instead.
Main.lean:54:2: error: unsolved goals
case left.«2»
B g L : ℝ
J : ℕ
⊢ 2 - jj J * 1 2 (Fin.succ 0).succ - 1 2 (Fin.succ 0).succ * 2 = -jj J
```

The error is in the N² half, at the third component. The `Try this` message says that `ring` did not close the goal, and the error shows what was left. It contains `1 2 (Fin.succ 0).succ`, which is an entry of the identity matrix in `nSq`. Row and column are both 2, so the entry equals 1 and the goal is true. But the column is written as `(Fin.succ 0).succ`, the form left by expanding the sum with `Fin.sum_univ_succ`, and `simp` did not reduce the entry to 1. `ring` then treats it as an unknown number, and the equation does not hold for an arbitrary one.

The repair removes the identity matrix before any entries are taken. The rewrites unfold `nSq`, distribute the product over the difference, pull the scalar factors out, and use `Matrix.one_mulVec` to replace the identity times the vector by the vector itself. Only `jDotS`, whose entries are listed explicitly, still multiplies the vector, and `simp [jDotS]` closes all three components. The other `simp` arguments and the final `ring` are no longer needed.

This version goes through:

```diff
@@ -52,6 +52,7 @@
       hamiltonian B g L J *ᵥ ![1, 0, -1] = midLevel B g L J • ![1, 0, -1] := by
   constructor
-  · ext i
-    fin_cases i <;> simp [nSq, jDotS, Matrix.mulVec, dotProduct, Fin.sum_univ_succ] <;> ring
+  · rw [nSq, Matrix.sub_mulVec, Matrix.smul_mulVec, Matrix.smul_mulVec, Matrix.one_mulVec]
+    ext i
+    fin_cases i <;> simp [jDotS]
   · rw [hamiltonian_eq]
     ext i
```
